# A relative energy error d shifts a transition pressure by at most d/w when the volumes of the phases differ by at least w

To predict a pressure-induced phase transition, I compute the enthalpies of both phases and read off the pressure where the curves cross. I did this with two ultrasoft pseudopotentials. Their relative energies of the two phases agree to 10 meV per formula unit, but the crossings lie about 1.6 GPa apart. The volumes of the phases differ by about 1 Å³ per formula unit near the crossing. Is one of the potentials bad, or can such a small energy difference really move the transition that far?

## The energy error is divided by the volume difference

It can: 10 meV divided by 1 Å³ is about 1.6 GPa. The crossing is sensitive because the two enthalpy curves meet at a small angle, and the difference of their slopes is the volume difference.

Let $A(p)$ and $B(p)$ be the enthalpies per formula unit at zero temperature, where equal enthalpies mark the transition, with $A$ belonging to the phase of larger volume. (At a fixed finite temperature, Gibbs free energies take their place.) Their pressure derivatives are the volumes $V_A(p)$ and $V_B(p)$. Suppose that $V_A-V_B\ge w>0$ on a pressure window that contains both crossings, and set $G=A-B$. For $p_1<p_2$ the mean value theorem gives a pressure $c$ between them with

$$G(p_2)-G(p_1)=\bigl(V_A(c)-V_B(c)\bigr)(p_2-p_1)\ge w\,(p_2-p_1).$$

The inequality also holds for $p_1=p_2$.

Let $p_1$ be the original transition pressure, so $G(p_1)=0$. Let $p_2$ be the one after $B$ is raised by an error $d\ge0$, so $G(p_2)=d$. If $p_2<p_1$, the inequality with the pressures exchanged would give $-d\ge w(p_1-p_2)>0$, which is impossible. Hence $p_1\le p_2$ and $d\ge w(p_2-p_1)$, that is,

$$0\le p_2-p_1\le \frac dw .$$

A large upper bound alone doesn't show that the shift is large. If also $V_A-V_B\le W$ on the window, the same mean value identity gives $d\le W(p_2-p_1)$, so the shift is at least $d/W$. Phases of similar volume therefore do have a poorly determined transition pressure.

For shifts $d_1,d_2$ of either sign, with $G(p_1)=d_1$ and $G(p_2)=d_2$, ordering the two pressures gives $|p_2-p_1|\le|d_2-d_1|/w$. This also handles errors that vary with pressure. If approximate curves $A',B'$ cross at $p_2$, then

$$G(p_2)=\bigl(A(p_2)-A'(p_2)\bigr)-\bigl(B(p_2)-B'(p_2)\bigr),$$

so errors of at most $\varepsilon_A$ and $\varepsilon_B$ there give $|p_2-p_1|\le(\varepsilon_A+\varepsilon_B)/w$.

If $G(lo)\le d\le G(hi)$ at the ends of the window, the intermediate value theorem gives a transition pressure, and the bound with $d_1=d_2$ makes it unique. Now let $P(d)$ be a transition pressure in the window for every $d$ near $d_0$, so $G(P(d))=d$. The bound makes $P$ continuous at $d_0$, and inverting the difference quotient of $G$ gives

$$P'(d_0)=\frac1{V_A(P(d_0))-V_B(P(d_0))}.$$

For incompressible phases with energies $E_A$, $E_B$ and constant volumes $v_B<v_A$, the equation $E_A+v_Ap=E_B+v_Bp+d$ has the solution $p=(E_B-E_A+d)/(v_A-v_B)$. The shift is exactly $d/(v_A-v_B)$, so the upper bound is attained.

## What the Lean statements assume

`Coexist A B d p` means $A(p)=B(p)+d$, so a positive `d` penalises the second phase, the one stable at high pressure. `PhasePair` says that `VA` and `VB` are the derivatives of `A` and `B` at every pressure in `Icc lo hi`, the closed window. This is the relation $dH/dp=V$ for a phase relaxed at each pressure; it is assumed here, not derived from an energy–volume curve. The hypothesis `hV` is the volume condition, and `h₁` and `h₂` place both pressures in the window. Nothing is required of the volumes elsewhere.

The main theorem is `transition_pressure_shift`. All quantities are real numbers, so energy, pressure and volume must be given in consistent units. For pseudopotential tests, the result turns an error in the relative enthalpy at the computed crossing into an error bar on the transition pressure, provided that the enthalpy curves are smooth and the volume difference keeps its sign across the window. It says nothing about hysteresis or about a third phase that may intervene.

```lean
import Mathlib

open Set Filter Topology

namespace TransitionPressureError

/-- The phases with enthalpies `A` and `B` coexist at pressure `p` when the enthalpy of the
second phase is shifted by the energy `d`. -/
def Coexist (A B : ℝ → ℝ) (d p : ℝ) : Prop := A p = B p + d

/-- On the pressure window from `lo` to `hi`, the volumes `VA` and `VB` of two phases are the
pressure derivatives of their enthalpies `A` and `B`. -/
structure PhasePair (A B VA VB : ℝ → ℝ) (lo hi : ℝ) : Prop where
  derivA : ∀ p ∈ Icc lo hi, HasDerivAt A (VA p) p
  derivB : ∀ p ∈ Icc lo hi, HasDerivAt B (VB p) p

variable {A B VA VB : ℝ → ℝ} {lo hi w p₁ p₂ : ℝ}

/-- Between two pressures of the window, the enthalpy difference of the phases changes by the
pressure step times the volume difference at some intermediate pressure. -/
theorem enthalpy_gap_mean_value (h : PhasePair A B VA VB lo hi)
    (h₁ : p₁ ∈ Icc lo hi) (h₂ : p₂ ∈ Icc lo hi) (hlt : p₁ < p₂) :
    ∃ c ∈ Ioo p₁ p₂, (A p₂ - B p₂) - (A p₁ - B p₁) = (VA c - VB c) * (p₂ - p₁) := by
  have hd : ∀ x ∈ Icc p₁ p₂, HasDerivAt (fun y => A y - B y) (VA x - VB x) x := by
    intro x hx
    have hx' : x ∈ Icc lo hi := ⟨h₁.1.trans hx.1, hx.2.trans h₂.2⟩
    exact (h.derivA x hx').fun_sub (h.derivB x hx')
  obtain ⟨c, hc, e⟩ := exists_hasDerivAt_eq_slope (fun y => A y - B y)
    (fun y => VA y - VB y) hlt
    (fun x hx => (hd x hx).continuousAt.continuousWithinAt)
    (fun x hx => hd x ⟨hx.1.le, hx.2.le⟩)
  have e' : VA c - VB c = ((A p₂ - B p₂) - (A p₁ - B p₁)) / (p₂ - p₁) := e
  exact ⟨c, hc, by rw [e', div_mul_cancel₀ _ (sub_pos.2 hlt).ne']⟩

/-- If the volume difference is at least `w` throughout the window, the enthalpy difference
grows with pressure at least at the rate `w`. -/
theorem enthalpy_gap_growth (h : PhasePair A B VA VB lo hi)
    (hV : ∀ p ∈ Icc lo hi, w ≤ VA p - VB p)
    (h₁ : p₁ ∈ Icc lo hi) (h₂ : p₂ ∈ Icc lo hi) (hle : p₁ ≤ p₂) :
    w * (p₂ - p₁) ≤ (A p₂ - B p₂) - (A p₁ - B p₁) := by
  rcases hle.eq_or_lt with heq | hlt
  · subst heq
    simp
  · obtain ⟨c, hc, e⟩ := enthalpy_gap_mean_value h h₁ h₂ hlt
    rw [e]
    exact mul_le_mul_of_nonneg_right
      (hV c ⟨h₁.1.trans hc.1.le, hc.2.le.trans h₂.2⟩) (sub_nonneg.2 hle)

/-- If the volume difference is at least `w > 0` throughout the window, a relative energy error
`d ≥ 0` moves the transition pressure upwards, by at most `d / w`. -/
theorem transition_pressure_shift (h : PhasePair A B VA VB lo hi) (hw : 0 < w)
    (hV : ∀ p ∈ Icc lo hi, w ≤ VA p - VB p)
    (h₁ : p₁ ∈ Icc lo hi) (h₂ : p₂ ∈ Icc lo hi) {d : ℝ} (hd : 0 ≤ d)
    (c₁ : Coexist A B 0 p₁) (c₂ : Coexist A B d p₂) :
    0 ≤ p₂ - p₁ ∧ p₂ - p₁ ≤ d / w := by
  simp only [Coexist] at c₁ c₂
  -- a downward shift would contradict the growth of the enthalpy difference with pressure
  have hle : p₁ ≤ p₂ := by
    by_contra hn
    have hlt : p₂ < p₁ := not_le.1 hn
    have g := enthalpy_gap_growth h hV h₂ h₁ hlt.le
    have hpos := mul_pos hw (sub_pos.2 hlt)
    linarith
  have g := enthalpy_gap_growth h hV h₁ h₂ hle
  refine ⟨sub_nonneg.2 hle, ?_⟩
  rw [le_div_iff₀ hw]
  linarith

/-- If the volume difference lies between `w > 0` and `W` throughout the window, a relative
energy error `d ≥ 0` moves the transition pressure by at least `d / W`. -/
theorem transition_pressure_shift_lower (h : PhasePair A B VA VB lo hi) (hw : 0 < w)
    {W : ℝ} (hV : ∀ p ∈ Icc lo hi, w ≤ VA p - VB p)
    (hW : ∀ p ∈ Icc lo hi, VA p - VB p ≤ W)
    (h₁ : p₁ ∈ Icc lo hi) (h₂ : p₂ ∈ Icc lo hi) {d : ℝ} (hd : 0 ≤ d)
    (c₁ : Coexist A B 0 p₁) (c₂ : Coexist A B d p₂) :
    d / W ≤ p₂ - p₁ := by
  have hle := sub_nonneg.1 (transition_pressure_shift h hw hV h₁ h₂ hd c₁ c₂).1
  have hWpos : 0 < W := hw.trans_le ((hV p₁ h₁).trans (hW p₁ h₁))
  simp only [Coexist] at c₁ c₂
  rw [div_le_iff₀ hWpos]
  rcases hle.eq_or_lt with heq | hlt
  · subst heq
    linarith
  · obtain ⟨c, hc, e⟩ := enthalpy_gap_mean_value h h₁ h₂ hlt
    have g := mul_le_mul_of_nonneg_right
      (hW c ⟨h₁.1.trans hc.1.le, hc.2.le.trans h₂.2⟩) (sub_nonneg.2 hle)
    linarith

/-- For energy shifts of either sign, and a volume difference of at least `w > 0` throughout the
window, two transition pressures differ by at most the difference of the shifts over `w`. -/
theorem transition_pressure_lipschitz (h : PhasePair A B VA VB lo hi) (hw : 0 < w)
    (hV : ∀ p ∈ Icc lo hi, w ≤ VA p - VB p)
    (h₁ : p₁ ∈ Icc lo hi) (h₂ : p₂ ∈ Icc lo hi) {d₁ d₂ : ℝ}
    (c₁ : Coexist A B d₁ p₁) (c₂ : Coexist A B d₂ p₂) :
    |p₂ - p₁| ≤ |d₂ - d₁| / w := by
  simp only [Coexist] at c₁ c₂
  rw [le_div_iff₀ hw]
  rcases le_total p₁ p₂ with hle | hle
  · have g := enthalpy_gap_growth h hV h₁ h₂ hle
    rw [abs_of_nonneg (sub_nonneg.2 hle)]
    linarith [le_abs_self (d₂ - d₁)]
  · have g := enthalpy_gap_growth h hV h₂ h₁ hle
    rw [abs_of_nonpos (sub_nonpos.2 hle)]
    linarith [neg_abs_le (d₂ - d₁)]

/-- Let approximate enthalpies `A'`, `B'` cross at `p₂`, with errors there of at most `εA` and
`εB`. If the exact volume difference is at least `w > 0` throughout the window, `p₂` misses the
exact transition pressure `p₁` by at most `(εA + εB) / w`. -/
theorem approximate_enthalpies_error (h : PhasePair A B VA VB lo hi) (hw : 0 < w)
    (hV : ∀ p ∈ Icc lo hi, w ≤ VA p - VB p)
    (h₁ : p₁ ∈ Icc lo hi) (h₂ : p₂ ∈ Icc lo hi) {A' B' : ℝ → ℝ} {εA εB : ℝ}
    (hA : |A' p₂ - A p₂| ≤ εA) (hB : |B' p₂ - B p₂| ≤ εB)
    (c₁ : Coexist A B 0 p₁) (c₂ : Coexist A' B' 0 p₂) :
    |p₂ - p₁| ≤ (εA + εB) / w := by
  -- the exact enthalpies coexist at `p₂` after a shift by their own difference
  have c₂' : Coexist A B (A p₂ - B p₂) p₂ := by
    simp only [Coexist]
    ring
  have key := transition_pressure_lipschitz h hw hV h₁ h₂ c₁ c₂'
  simp only [Coexist] at c₂
  have hε : |A p₂ - B p₂ - 0| ≤ εA + εB := by
    rw [abs_le] at hA hB ⊢
    constructor <;> linarith [hA.1, hA.2, hB.1, hB.2]
  rw [le_div_iff₀ hw] at key ⊢
  exact key.trans hε

/-- If the volume difference is at least `w > 0` throughout the window and the shift `d` lies
between the enthalpy differences at its ends, there is exactly one transition pressure in it. -/
theorem existsUnique_transition (h : PhasePair A B VA VB lo hi) (hw : 0 < w)
    (hV : ∀ p ∈ Icc lo hi, w ≤ VA p - VB p) (hle : lo ≤ hi) {d : ℝ}
    (hlo : A lo - B lo ≤ d) (hhi : d ≤ A hi - B hi) :
    ∃! p, p ∈ Icc lo hi ∧ Coexist A B d p := by
  have hc : ContinuousOn (fun y => A y - B y) (Icc lo hi) := fun x hx =>
    ((h.derivA x hx).fun_sub (h.derivB x hx)).continuousAt.continuousWithinAt
  obtain ⟨p, hp, e⟩ := intermediate_value_Icc hle hc ⟨hlo, hhi⟩
  have e' : A p - B p = d := e
  have cp : Coexist A B d p := by
    simp only [Coexist]
    linarith
  refine ⟨p, ⟨hp, cp⟩, ?_⟩
  rintro q ⟨hq, cq⟩
  have k := transition_pressure_lipschitz h hw hV hp hq cp cq
  rw [sub_self d, abs_zero, zero_div] at k
  exact sub_eq_zero.1 (abs_nonpos_iff.1 k)

/-- Let `P d` be a transition pressure in the window for every shift `d` near `d₀`. If the volume
difference is at least `w > 0` throughout the window, the derivative of `P` at `d₀` is the inverse
volume difference at the transition. -/
theorem transition_pressure_sensitivity (h : PhasePair A B VA VB lo hi) (hw : 0 < w)
    (hV : ∀ p ∈ Icc lo hi, w ≤ VA p - VB p) {P : ℝ → ℝ} {d₀ : ℝ}
    (hP : ∀ᶠ d in 𝓝 d₀, P d ∈ Icc lo hi ∧ Coexist A B d (P d)) :
    HasDerivAt P (VA (P d₀) - VB (P d₀))⁻¹ d₀ := by
  obtain ⟨h₀, c₀⟩ := hP.self_of_nhds
  -- the error bound makes the transition pressure continuous in the shift
  have hcont : ContinuousAt P d₀ := by
    rw [ContinuousAt, tendsto_iff_dist_tendsto_zero]
    have hlim : Tendsto (fun d : ℝ => |d - d₀| / w) (𝓝 d₀) (𝓝 0) := by
      have hc : Continuous (fun d : ℝ => |d - d₀| / w) :=
        (continuous_id.sub continuous_const).abs.div_const w
      simpa using hc.tendsto d₀
    refine squeeze_zero' (Eventually.of_forall fun _ => dist_nonneg) ?_ hlim
    filter_upwards [hP] with d hd
    rw [Real.dist_eq]
    exact transition_pressure_lipschitz h hw hV h₀ hd.1 c₀ hd.2
  -- `P` inverts the enthalpy difference
  refine HasDerivAt.of_local_left_inverse (f := fun y => A y - B y) hcont
    ((h.derivA _ h₀).fun_sub (h.derivB _ h₀)) (hw.trans_le (hV _ h₀)).ne' ?_
  filter_upwards [hP] with d hd
  have e : A (P d) = B (P d) + d := hd.2
  linarith

/-- Incompressible phases with energies `EA`, `EB` and volumes `vB < vA` coexist, after a shift
`d`, exactly at the pressure `(EB - EA + d) / (vA - vB)`. -/
theorem incompressible_transition {EA EB vA vB : ℝ} (hv : vB < vA) (d p : ℝ) :
    Coexist (fun p => EA + vA * p) (fun p => EB + vB * p) d p ↔
      p = (EB - EA + d) / (vA - vB) := by
  simp only [Coexist]
  rw [eq_div_iff (sub_pos.2 hv).ne']
  constructor <;> intro h <;> linarith

/-- For incompressible phases with volumes `vB < vA`, an energy error `d` shifts the transition
pressure by exactly `d / (vA - vB)`. -/
theorem incompressible_shift {EA EB vA vB d : ℝ} (hv : vB < vA)
    (c₁ : Coexist (fun p => EA + vA * p) (fun p => EB + vB * p) 0 p₁)
    (c₂ : Coexist (fun p => EA + vA * p) (fun p => EB + vB * p) d p₂) :
    p₂ - p₁ = d / (vA - vB) := by
  rw [(incompressible_transition hv d p₂).1 c₂, (incompressible_transition hv 0 p₁).1 c₁]
  ring

end TransitionPressureError
```

```lean
#print axioms TransitionPressureError.transition_pressure_shift
-- 'TransitionPressureError.transition_pressure_shift' depends on axioms: [propext, Classical.choice, Quot.sound]
#print axioms TransitionPressureError.transition_pressure_shift_lower
-- 'TransitionPressureError.transition_pressure_shift_lower' depends on axioms: [propext, Classical.choice, Quot.sound]
#print axioms TransitionPressureError.transition_pressure_sensitivity
-- 'TransitionPressureError.transition_pressure_sensitivity' depends on axioms: [propext, Classical.choice, Quot.sound]
#print axioms TransitionPressureError.incompressible_shift
-- 'TransitionPressureError.incompressible_shift' depends on axioms: [propext, Classical.choice, Quot.sound]
```

## From the mean value theorem to the error bar

`enthalpy_gap_mean_value` differentiates $A-B$ and applies Mathlib's mean value theorem, `exists_hasDerivAt_eq_slope`. `enthalpy_gap_growth` inserts the lower bound $w$ and treats equal pressures separately.

In `transition_pressure_shift`, `by_contra` rules out a downward shift. `le_div_iff₀` then turns the claim into a product inequality, which `linarith` obtains from the growth estimate and the two coexistence equations. `transition_pressure_shift_lower` uses $W$ in the same mean value identity.

`transition_pressure_lipschitz` splits on the order of the two pressures with `le_total`. `approximate_enthalpies_error` applies it to the exact curves, which coexist at $p_2$ once the shift is chosen as $A(p_2)-B(p_2)$. Only this difference enters the estimate, so errors common to both phases cancel; the stated bound $\varepsilon_A+\varepsilon_B$ allows for the worst case.

`existsUnique_transition` combines `intermediate_value_Icc` with the two-sided bound. `transition_pressure_sensitivity` first gets continuity by squeezing $|P(d)-P(d_0)|$ below $|d-d_0|/w$, then uses `HasDerivAt.of_local_left_inverse` for the derivative of the inverse function. Finally, `incompressible_transition` solves the linear equation, and `incompressible_shift` subtracts two of its solutions.

For your two potentials, then, the distance between the crossings is about what a 10 meV disagreement in the relative enthalpies near the crossing produces at this volume difference. It doesn't show which potential is better. To judge either one, compare its relative enthalpies there with those of a reference, such as a converged all-electron calculation with the same functional, and divide the error by the volume difference to estimate the error in the pressure.
